# Strain derivatives of wave-vector contractions and the d-channel projector product

## One dimension: where −2 and 6 come from

Stretch a one-dimensional crystal by a factor $1+t\eta$. Its wave numbers shrink to $K/(1+t\eta)$ and $L/(1+t\eta)$, and their product is

$$\frac{KL}{(1+t\eta)^2}=KL\,(1-2t\eta+3t^2\eta^2-\cdots).$$

The first derivative at $t=0$ is $-2\eta KL$ and the second is $6\eta^2KL$. In higher dimensions $\eta$ is a matrix, and the same two numbers appear when it is symmetric.

## Plane waves in a strained cell

A homogeneous strain takes positions $r$ to $(1+t\eta)r$. For symmetric $\eta$, wave vectors with fixed reduced coordinates become

$$K(t)=(1+t\eta)^{-1}K .$$

Apart from structure factors and a cell-volume prefactor, and without spin–orbit coupling, the matrix element of a nonlocal pseudopotential between plane waves with wave vectors $K$ and $L$ depends on their lengths and mutual angle, hence on the contractions

$$a=\langle K,L\rangle,\quad b=\langle K,K\rangle,\quad c=\langle L,L\rangle .$$

For a d channel with radial factor $f(|K|^2)$, the product summed over the five components is $f(b)f(c)S$, where $S=(3a^2-bc)/2$. Its strain derivative enters the nonlocal part of the stress in plane-wave electronic structure, here for a single d projector, with the same fixed radial function in both factors.

## The statements in words

`strained η K t` is $K(t)$, with `η` a real square matrix and `K` a real vector over any finite index type. The operation `*ᵥ` applies a matrix to a vector, and `⬝ᵥ` is the dot product. `HasDerivAt g d 0` says that $g$ is differentiable at $0$ with derivative $d$.

- `contraction_first`: for symmetric $\eta$, the derivative of $\langle K(t),L(t)\rangle$ at $0$ is $-2\langle K,\eta L\rangle$.
- `contraction_second`: the derivative of its derivative at $0$ is $6\langle K,\eta^2L\rangle$.
- `dProjector_strain_derivative`: in three dimensions, for symmetric $\eta$, if $f$ has derivative $p$ at $b$ and $q$ at $c$, the summed projector product has derivative

$$-2\big(p\langle K,\eta K\rangle f(c)+f(b)q\langle L,\eta L\rangle\big)S-f(b)f(c)\big(6a\langle K,\eta L\rangle-\langle K,\eta K\rangle c-b\langle L,\eta L\rangle\big).$$

The hypothesis `η.IsSymm` stands for a deformation without a rotational part. Differentiability of $f$ is assumed, as for a smooth pseudopotential form factor. Since the harmonics are quadratic polynomials in $K$, $f$ is that form factor divided by $|K|^2$, with the limiting value at $K=0$. Cell-volume prefactors, structure factors, and the response of orbitals and atomic positions are left out.

## Differentiating the contraction

Write $R(s)=(1+s\eta)^{-1}$, let $u(s)$ be a moving vector with derivative $u'$ at $t$, and set $w=R(t)u(t)$. Then

$$(1+s\eta)w=u(t)+(s-t)\eta w .$$

Applying $R(s)$ and rearranging gives

$$\frac{R(s)u(s)-w}{s-t}=R(s)\Big[\frac{u(s)-u(t)}{s-t}-\eta w\Big]\longrightarrow R(t)[u'-\eta w].$$

For constant $u=K$ this is $K'(t)=-R(t)\eta K(t)$. By the product rule,

$$\frac{d}{dt}\langle K(t),L(t)\rangle=-\langle R(t)\eta K(t),L(t)\rangle-\langle K(t),R(t)\eta L(t)\rangle .$$

At $t=0$ the right side is $-\langle\eta K,L\rangle-\langle K,\eta L\rangle=-2\langle K,\eta L\rangle$ by symmetry.

The formula holds near $0$, so it can be differentiated again. With $u(t)=\eta K(t)$ and $u'(0)=-\eta^2K$, the vector $R(t)\eta K(t)$ has derivative $-2\eta^2K$ at $0$. The four product-rule terms are

$$2\langle\eta^2K,L\rangle+\langle\eta K,\eta L\rangle+\langle\eta K,\eta L\rangle+2\langle K,\eta^2L\rangle=6\langle K,\eta^2L\rangle .$$

## Summing the five d components

Number the Cartesian components $0,1,2$. The three mixed harmonics contribute

$$3\sum_{i<j}K_iK_jL_iL_j=\tfrac32\Big(a^2-\sum_iK_i^2L_i^2\Big).$$

The other two contribute

$$\tfrac34(K_0^2-K_1^2)(L_0^2-L_1^2)+\tfrac14(2K_2^2-K_0^2-K_1^2)(2L_2^2-L_0^2-L_1^2)=\tfrac32\sum_iK_i^2L_i^2-\tfrac12bc .$$

The total is $S$. This is the $\ell=2$ case of the spherical-harmonic addition theorem. With harmonics orthonormal on the unit sphere, the sum would carry an extra factor $5/(4\pi)$.

Now $a'=-2\langle K,\eta L\rangle$, $b'=-2\langle K,\eta K\rangle$ and $c'=-2\langle L,\eta L\rangle$. Therefore

$$S'=3aa'-\tfrac12(b'c+bc'),\qquad (f(b)f(c))'=p\,b'f(c)+f(b)\,q\,c' ,$$

and $(f(b)f(c))'S+f(b)f(c)S'$ is the stated derivative. For $\eta=1$, $S'=-6a^2+2bc=-4S$, so the whole derivative is proportional to $S$:

$$-2\big(p\,b\,f(c)+f(b)\,q\,c+2f(b)f(c)\big)S .$$

## A shear worked through

Take $K=(1,0,0)$, $L=(1,1,0)$ and let $\eta$ exchange the first two components and annihilate the third. Then

$$K(t)=\frac{(1,-t,0)}{1-t^2},\qquad L(t)=\frac{(1,1,0)}{1+t},\qquad \langle K(t),L(t)\rangle=\frac1{(1+t)^2}.$$

The derivatives at $0$ are $-2$ and $6$, matching $\langle K,\eta L\rangle=\langle K,\eta^2L\rangle=1$.

For the d channel, $a=b=1$, $c=2$ and $S=1/2$, with $\langle K,\eta K\rangle=0$ and $\langle L,\eta L\rangle=2$. Choosing $f(x)=e^{-x}$ gives $2e^{-3}-4e^{-3}=-2e^{-3}$.

## In a plane-wave code

A code can store $k+G$ in reduced coordinates, form $a,b,c$ from the reciprocal metric, and obtain their strain derivatives from the derivative of that metric. To test the d-channel routine, strain the lattice by $\pm t\eta$, keep the reduced coordinates and $f$ fixed, and compare the central difference of the projector product with the formula.

## The Lean file and its proof

```lean
import Mathlib

open Matrix Filter Topology

namespace StrainedProjectors

noncomputable section

variable {n : Type*} [Fintype n] [DecidableEq n]

/-- The wave vector `(1 + t η)⁻¹ K` at strain amplitude `t` along the symmetric strain `η`,
meant for amplitudes at which `1 + t η` is invertible. -/
def strained (η : Matrix n n ℝ) (K : n → ℝ) (t : ℝ) : n → ℝ :=
  (1 + t • η)⁻¹ *ᵥ K

/-- At zero strain amplitude the wave vector is unchanged. -/
theorem strained_zero (η : Matrix n n ℝ) (K : n → ℝ) : strained η K 0 = K := by
  simp [strained]

/-- If `1 + t η` is invertible and `u` is differentiable at `t`, the strained moving vector
`(1 + s η)⁻¹ u(s)` has derivative `(1 + t η)⁻¹ (u' - η (1 + t η)⁻¹ u(t))` at `s = t`. -/
theorem hasDerivAt_strained (η : Matrix n n ℝ) {u : ℝ → n → ℝ} {u' : n → ℝ} {t : ℝ}
    (h : (1 + t • η).det ≠ 0) (hu : HasDerivAt u u' t) :
    HasDerivAt (fun s => strained η (u s) s)
      (strained η (u' - η *ᵥ strained η (u t) t) t) t := by
  have hA : Continuous fun s : ℝ => (1 + s • η : Matrix n n ℝ) :=
    continuous_const.add (continuous_id.smul continuous_const)
  -- the inverse is continuous where the determinant does not vanish
  have hR : ContinuousAt (fun s : ℝ => (1 + s • η : Matrix n n ℝ)⁻¹) t := by
    simp only [Matrix.inv_def, Ring.inverse_eq_inv']
    exact (hA.matrix_det.continuousAt.inv₀ h).smul hA.matrix_adjugate.continuousAt
  have hc : Continuous fun p : Matrix n n ℝ × (n → ℝ) => p.1 *ᵥ p.2 :=
    continuous_fst.matrix_mulVec continuous_snd
  rw [hasDerivAt_iff_tendsto_slope] at hu ⊢
  have hlim := (hc.tendsto ((1 + t • η)⁻¹, u' - η *ᵥ strained η (u t) t)).comp
    ((hR.tendsto.mono_left nhdsWithin_le_nhds).prodMk_nhds (hu.sub_const _))
  refine hlim.congr' ?_
  have hdet := hA.matrix_det.continuousAt.eventually_ne h
  filter_upwards [hdet.filter_mono nhdsWithin_le_nhds, self_mem_nhdsWithin] with s hs hst
  have hst' : s - t ≠ 0 := sub_ne_zero.mpr hst
  change (1 + s • η)⁻¹ *ᵥ (slope u t s - η *ᵥ strained η (u t) t) =
    slope (fun s => strained η (u s) s) t s
  simp only [slope, vsub_eq_sub]
  obtain ⟨w, hw⟩ : ∃ w, w = strained η (u t) t := ⟨_, rfl⟩
  rw [← hw]
  -- resolvent identity, applied to the vector `w`
  have e1 : (1 + t • η) *ᵥ w = u t := by
    rw [hw, strained, mulVec_mulVec, mul_nonsing_inv _ (isUnit_iff_ne_zero.mpr h), one_mulVec]
  have e2 : (1 + s • η) *ᵥ w = u t + (s - t) • (η *ᵥ w) := by
    rw [← e1]
    simp only [add_mulVec, one_mulVec, smul_mulVec]
    module
  have e3 : (1 + s • η)⁻¹ *ᵥ (u t + (s - t) • (η *ᵥ w)) = w := by
    rw [← e2, mulVec_mulVec, nonsing_inv_mul _ (isUnit_iff_ne_zero.mpr hs), one_mulVec]
  have e4 : (s - t)⁻¹ • (u s - u t) - η *ᵥ w =
      (s - t)⁻¹ • (u s - (u t + (s - t) • (η *ᵥ w))) := by
    rw [← sub_sub, smul_sub _ (u s - u t), smul_smul, inv_mul_cancel₀ hst', one_smul]
  rw [e4, mulVec_smul, mulVec_sub, e3]
  rfl

omit [DecidableEq n] in
/-- Product rule for the contraction of two differentiable vectors. -/
theorem hasDerivAt_dotProduct {u v : ℝ → n → ℝ} {u' v' : n → ℝ} {t : ℝ}
    (hu : HasDerivAt u u' t) (hv : HasDerivAt v v' t) :
    HasDerivAt (fun s => u s ⬝ᵥ v s) (u' ⬝ᵥ v t + u t ⬝ᵥ v') t := by
  rw [hasDerivAt_pi] at hu hv
  have h := HasDerivAt.fun_sum
    (fun i (_ : i ∈ (Finset.univ : Finset n)) => (hu i).fun_mul (hv i))
  simpa only [dotProduct, Finset.sum_add_distrib] using h

/-- The derivative of the contraction `⟨K(s), L(s)⟩` at any amplitude `t` for which
`1 + t η` is invertible. -/
theorem hasDerivAt_contraction (η : Matrix n n ℝ) (K L : n → ℝ) {t : ℝ}
    (h : (1 + t • η).det ≠ 0) :
    HasDerivAt (fun s => strained η K s ⬝ᵥ strained η L s)
      (-(strained η (η *ᵥ strained η K t) t ⬝ᵥ strained η L t) -
        strained η K t ⬝ᵥ strained η (η *ᵥ strained η L t) t) t := by
  refine (hasDerivAt_dotProduct (hasDerivAt_strained η h (hasDerivAt_const t K))
    (hasDerivAt_strained η h (hasDerivAt_const t L))).congr_deriv ?_
  simp only [strained, zero_sub, mulVec_neg, neg_dotProduct, dotProduct_neg]
  ring

omit [DecidableEq n] in
/-- A symmetric strain can be moved from one side of a contraction to the other. -/
theorem symm_contraction {η : Matrix n n ℝ} (hη : η.IsSymm) (K L : n → ℝ) :
    (η *ᵥ K) ⬝ᵥ L = K ⬝ᵥ η *ᵥ L := by
  rw [dotProduct_mulVec, ← mulVec_transpose, hη.eq]

/-- For symmetric strain, the first strain derivative of `⟨K(t), L(t)⟩` at zero amplitude
is `-2 ⟨K, η L⟩`. -/
theorem contraction_first {η : Matrix n n ℝ} (hη : η.IsSymm) (K L : n → ℝ) :
    HasDerivAt (fun t => strained η K t ⬝ᵥ strained η L t) (-2 * (K ⬝ᵥ η *ᵥ L)) 0 := by
  refine (hasDerivAt_contraction η K L (by simp)).congr_deriv ?_
  simp only [strained_zero]
  rw [symm_contraction hη K L]
  ring

/-- For symmetric strain, the second strain derivative of `⟨K(t), L(t)⟩` at zero amplitude
is `6 ⟨K, η² L⟩`. -/
theorem contraction_second {η : Matrix n n ℝ} (hη : η.IsSymm) (K L : n → ℝ) :
    HasDerivAt (deriv fun t => strained η K t ⬝ᵥ strained η L t)
      (6 * (K ⬝ᵥ (η * η) *ᵥ L)) 0 := by
  have h0 : (1 + (0 : ℝ) • η).det ≠ 0 := by simp
  have hA : Continuous fun s : ℝ => (1 + s • η : Matrix n n ℝ) :=
    continuous_const.add (continuous_id.smul continuous_const)
  -- the first-derivative formula holds in a neighbourhood of zero strain
  have hev : (deriv fun t => strained η K t ⬝ᵥ strained η L t) =ᶠ[𝓝 0] fun t =>
      -(strained η (η *ᵥ strained η K t) t ⬝ᵥ strained η L t) -
        strained η K t ⬝ᵥ strained η (η *ᵥ strained η L t) t := by
    filter_upwards [hA.matrix_det.continuousAt.eventually_ne h0] with t ht
    exact (hasDerivAt_contraction η K L ht).deriv
  refine HasDerivAt.congr_of_eventuallyEq ?_ hev
  have hd (X : n → ℝ) : HasDerivAt (fun t => strained η X t) (-(η *ᵥ X)) 0 :=
    (hasDerivAt_strained η h0 (hasDerivAt_const 0 X)).congr_deriv
      (by simp only [strained_zero, zero_sub])
  have hm (X : n → ℝ) :
      HasDerivAt (fun t => η *ᵥ strained η X t) (η *ᵥ (-(η *ᵥ X))) 0 :=
    hasDerivAt_pi.2 fun i =>
      (hasDerivAt_dotProduct (hasDerivAt_const (0 : ℝ) (η i)) (hd X)).congr_deriv
        (by rw [zero_dotProduct]; exact zero_add _)
  have hr (X : n → ℝ) : HasDerivAt (fun t => strained η (η *ᵥ strained η X t) t)
      ((-2 : ℝ) • (η *ᵥ η *ᵥ X)) 0 := by
    refine (hasDerivAt_strained η h0 (hm X)).congr_deriv ?_
    simp only [strained_zero, mulVec_neg]
    module
  refine ((hasDerivAt_dotProduct (hr K) (hd L)).fun_neg.fun_sub
    (hasDerivAt_dotProduct (hd K) (hr L))).congr_deriv ?_
  simp only [strained_zero, smul_dotProduct, dotProduct_smul, neg_dotProduct, dotProduct_neg,
    smul_eq_mul, symm_contraction hη, mulVec_neg, ← mulVec_mulVec]
  ring

/-- The d-channel projector: a radial factor `f(|K|²)` times the five real d harmonics
`xy, yz, zx, x² - y², 3z² - r²`, written as quadratic polynomials with a common norm. -/
def dProjector (f : ℝ → ℝ) (K : Fin 3 → ℝ) (m : Fin 5) : ℝ :=
  f (K ⬝ᵥ K) * ![√3 * (K 0 * K 1), √3 * (K 1 * K 2), √3 * (K 2 * K 0),
    √3 / 2 * (K 0 ^ 2 - K 1 ^ 2), (2 * K 2 ^ 2 - K 0 ^ 2 - K 1 ^ 2) / 2] m

/-- Addition theorem: summed over the five d components, the projector product is
`f(b) f(c) (3a² - bc)/2` with `a = ⟨K,L⟩`, `b = ⟨K,K⟩`, `c = ⟨L,L⟩`. -/
theorem dProjector_product (f : ℝ → ℝ) (K L : Fin 3 → ℝ) :
    ∑ m, dProjector f K m * dProjector f L m =
      f (K ⬝ᵥ K) * f (L ⬝ᵥ L) *
        ((3 * (K ⬝ᵥ L) ^ 2 - (K ⬝ᵥ K) * (L ⬝ᵥ L)) / 2) := by
  have h3 : √3 * √3 = (3 : ℝ) := Real.mul_self_sqrt (by norm_num)
  unfold dProjector
  generalize f (K ⬝ᵥ K) = p
  generalize f (L ⬝ᵥ L) = q
  simp only [Fin.sum_univ_five, dotProduct, Fin.sum_univ_three, Matrix.cons_val,
    Matrix.cons_val_zero, Matrix.cons_val_one]
  linear_combination p * q * (K 0 * K 1 * L 0 * L 1 + K 1 * K 2 * L 1 * L 2 +
    K 2 * K 0 * L 2 * L 0 + (K 0 ^ 2 - K 1 ^ 2) * (L 0 ^ 2 - L 1 ^ 2) / 4) * h3

/-- The strain derivative of the d-channel projector product at zero amplitude, for symmetric
strain and a radial factor with derivatives `p` at `⟨K,K⟩` and `q` at `⟨L,L⟩`. -/
theorem dProjector_strain_derivative {η : Matrix (Fin 3) (Fin 3) ℝ} (hη : η.IsSymm)
    {f : ℝ → ℝ} {p q : ℝ} (K L : Fin 3 → ℝ)
    (hp : HasDerivAt f p (K ⬝ᵥ K)) (hq : HasDerivAt f q (L ⬝ᵥ L)) :
    HasDerivAt
      (fun t => ∑ m, dProjector f (strained η K t) m * dProjector f (strained η L t) m)
      (-2 * (p * (K ⬝ᵥ η *ᵥ K) * f (L ⬝ᵥ L) + f (K ⬝ᵥ K) * q * (L ⬝ᵥ η *ᵥ L)) *
          ((3 * (K ⬝ᵥ L) ^ 2 - (K ⬝ᵥ K) * (L ⬝ᵥ L)) / 2) -
        f (K ⬝ᵥ K) * f (L ⬝ᵥ L) * (6 * (K ⬝ᵥ L) * (K ⬝ᵥ η *ᵥ L) -
          (K ⬝ᵥ η *ᵥ K) * (L ⬝ᵥ L) - (K ⬝ᵥ K) * (L ⬝ᵥ η *ᵥ L))) 0 := by
  simp only [dProjector_product]
  have ha := contraction_first hη K L
  have hb := contraction_first hη K K
  have hc := contraction_first hη L L
  have ha2 := ha.fun_mul ha
  simp only [← pow_two] at ha2
  -- chain rule for the two radial factors
  have hp' : HasDerivAt f p ((fun t => strained η K t ⬝ᵥ strained η K t) 0) := by
    simpa only [strained_zero] using hp
  have hq' : HasDerivAt f q ((fun t => strained η L t ⬝ᵥ strained η L t) 0) := by
    simpa only [strained_zero] using hq
  have hfb : HasDerivAt (fun t => f (strained η K t ⬝ᵥ strained η K t)) _ 0 :=
    hp'.comp 0 hb
  have hfc : HasDerivAt (fun t => f (strained η L t ⬝ᵥ strained η L t)) _ 0 :=
    hq'.comp 0 hc
  refine ((hfb.fun_mul hfc).fun_mul
    (((ha2.const_mul 3).fun_sub (hb.fun_mul hc)).div_const 2)).congr_deriv ?_
  simp only [strained_zero]
  ring

/-- For isotropic strain `η = 1`, the derivative of the d-channel projector product is proportional
to `(3a² - bc)/2`, where `a = ⟨K,L⟩`, `b = ⟨K,K⟩` and `c = ⟨L,L⟩`, for a radial factor with
derivatives `p` at `b` and `q` at `c`. -/
theorem dProjector_isotropic_derivative {f : ℝ → ℝ} {p q : ℝ} (K L : Fin 3 → ℝ)
    (hp : HasDerivAt f p (K ⬝ᵥ K)) (hq : HasDerivAt f q (L ⬝ᵥ L)) :
    HasDerivAt
      (fun t => ∑ m, dProjector f (strained 1 K t) m * dProjector f (strained 1 L t) m)
      (-2 * (p * (K ⬝ᵥ K) * f (L ⬝ᵥ L) + f (K ⬝ᵥ K) * q * (L ⬝ᵥ L) +
          2 * f (K ⬝ᵥ K) * f (L ⬝ᵥ L)) *
        ((3 * (K ⬝ᵥ L) ^ 2 - (K ⬝ᵥ K) * (L ⬝ᵥ L)) / 2)) 0 := by
  refine (dProjector_strain_derivative Matrix.isSymm_one K L hp hq).congr_deriv ?_
  simp only [one_mulVec]
  ring

end

end StrainedProjectors
```

```lean
#print axioms StrainedProjectors.contraction_second
-- 'StrainedProjectors.contraction_second' depends on axioms: [propext, Classical.choice, Quot.sound]
#print axioms StrainedProjectors.dProjector_strain_derivative
-- 'StrainedProjectors.dProjector_strain_derivative' depends on axioms: [propext, Classical.choice, Quot.sound]
#print axioms StrainedProjectors.dProjector_isotropic_derivative
-- 'StrainedProjectors.dProjector_isotropic_derivative' depends on axioms: [propext, Classical.choice, Quot.sound]
```

`hasDerivAt_strained` carries out the moving-vector argument. The inverse is continuous because it is the adjugate divided by a nonvanishing determinant. Steps `e1` to `e4` are the resolvent identity, and `hlim` is the limit of the difference quotient.

`hasDerivAt_dotProduct` is the product rule, summed over components. Together these give `hasDerivAt_contraction` at every amplitude where $1+t\eta$ is invertible; `symm_contraction` then moves $\eta$ across the dot product to give `contraction_first`.

In `contraction_second`, `hev` states that the first-derivative formula holds in a neighbourhood of zero. `hd` and `hr` supply the derivatives $-\eta X$ and $-2\eta^2X$, and `ring` collects the four terms into 6.

`dProjector_product` expands the five-term sum; `linear_combination` uses only $\sqrt3\cdot\sqrt3=3$ beyond polynomial algebra. The strain derivative then follows by applying `contraction_first` to $a$, $b$ and $c$, with `hfb` and `hfc` as the chain rule for the radial factors. `dProjector_isotropic_derivative` substitutes the identity matrix and simplifies.
